# The aliasing factor exp(−π²/(ah²)) is below one for positive a and h

The lemma concerns the real number q = exp(−π²/(ah²)), which the file calls an aliasing factor. It states that q is strictly less than 1 whenever the real parameters a and h are both positive. Only this bound is claimed: no sum, integral or error estimate appears in the statement. The attempt argues that π²/(ah²) is positive, so that the exponent is negative, and then appeals to a library lemma to conclude that the exponential is below 1.

The failing Lean file:

```lean
import Mathlib

open Real

namespace GaussianTrapezoid

noncomputable section

/-- The aliasing factor `q = exp (-π² / (a h²))`. -/
def aliasFactor (a h : ℝ) : ℝ := Real.exp (-(π ^ 2 / (a * h ^ 2)))

lemma aliasFactor_lt_one {a h : ℝ} (ha : 0 < a) (hh : 0 < h) : aliasFactor a h < 1 :=
  Real.exp_lt_one (neg_neg_of_pos (by positivity))

end

end GaussianTrapezoid
```

Lean reports:

```
Main.lean:13:2: error(lean.unknownIdentifier): Unknown constant `Real.exp_lt_one`
```

Lean accepts the file once it reads:

```diff
@@ -11,5 +11,5 @@
 
 lemma aliasFactor_lt_one {a h : ℝ} (ha : 0 < a) (hh : 0 < h) : aliasFactor a h < 1 :=
-  Real.exp_lt_one (neg_neg_of_pos (by positivity))
+  Real.exp_lt_one_iff.2 (neg_lt_zero.2 (by positivity))
 
 end
```

The message says that Lean knows no constant called `Real.exp_lt_one`. The proof thus fails on a missing name, not on its mathematics: the lemma meant to carry a negative exponent to an exponential below 1 is not available under that name.

The repair uses `Real.exp_lt_one_iff`, an equivalence between `Real.exp x < 1` and `x < 0`. Its reverse direction, selected by `.2`, turns a proof that the exponent is negative into the desired bound.

The diff also replaces `neg_neg_of_pos` with `neg_lt_zero.2`. Both serve to derive the negativity of `-(π ^ 2 / (a * h ^ 2))` from the positivity of the quotient, which `positivity` still proves. No message complains of the old form, so nothing here shows that this second change was needed.
